# Landau to Pauli ratio of the three-dimensional free electron gas at zero temperature: limit −1/3 at long wavelength, bounds −1/2 and −1/3 below twice the Fermi wavevector

The magnetisation that a weak, static, spatially modulated magnetic field induces in a three-dimensional free electron gas at zero temperature, through the spins and through the orbital motion, is represented here by two closed Lindhard formulas in \(x=q/(2k_F)\), where \(q\) is the wavevector of the field and \(k_F\) the Fermi wavevector. The formulas are taken as definitions, and the limit and the bounds on their ratio are proved from them.

```lean
import Mathlib

open Filter Topology

namespace LandauPauliLindhard

noncomputable section

/-- The Lindhard logarithm `ln((1+x)/(1-x))` at reduced wavevector `x = q/(2k_F)`,
for `0 < x < 1`. -/
def lindhardLog (x : ℝ) : ℝ := Real.log ((1 + x) / (1 - x))

/-- Static spin response of the free electron gas in units of the uniform Pauli
susceptibility, for `0 < x < 1`. -/
def spinResponse (x : ℝ) : ℝ := 1 / 2 + (1 - x ^ 2) * lindhardLog x / (4 * x)

/-- Magnitude of the static orbital (diamagnetic) response of the free electron gas in units
of the uniform Pauli susceptibility, for `0 < x < 1`. -/
def orbitalResponse (x : ℝ) : ℝ :=
  (1 + x ^ 2 - (1 - x ^ 2) ^ 2 * lindhardLog x / (2 * x)) / (8 * x ^ 2)

/-- Ratio of the Landau (orbital) to the Pauli (spin) response, for `0 < x < 1`. -/
def landauPauliRatio (x : ℝ) : ℝ := -orbitalResponse x / spinResponse x

/-- What the Lindhard logarithm leaves after its first two series terms, in units of `2x^5`,
for `0 < x < 1`. -/
def remainder (x : ℝ) : ℝ := (lindhardLog x - 2 * x - 2 * x ^ 3 / 3) / (2 * x ^ 5)

/-- For `0 < x < 1` the remainder lies between `1/5` and `1/(5(1-x^2))`. -/
theorem remainder_bounds {x : ℝ} (h0 : 0 < x) (h1 : x < 1) :
    1 / 5 ≤ remainder x ∧ remainder x ≤ 1 / 5 / (1 - x ^ 2) := by
  have h := Real.hasSum_log_sub_log_of_abs_lt_one (abs_lt.2 ⟨by linarith, h1⟩)
  have ha : 1 + x ≠ 0 := by linarith
  have hb : 1 - x ≠ 0 := by linarith
  rw [← Real.log_div ha hb] at h
  -- remove the first two terms of the logarithmic series
  have h2 := (hasSum_nat_add_iff' 2).2 h
  have ht : HasSum (fun n : ℕ => 2 * (1 / (2 * ((n + 2 : ℕ) : ℝ) + 1)) * x ^ (2 * (n + 2) + 1))
      (Real.log ((1 + x) / (1 - x))
        - ∑ i ∈ Finset.range 2, 2 * (1 / (2 * (i : ℝ) + 1)) * x ^ (2 * i + 1)) := h2
  have hs : ∑ i ∈ Finset.range 2, 2 * (1 / (2 * (i : ℝ) + 1)) * x ^ (2 * i + 1)
      = 2 * x + 2 * x ^ 3 / 3 := by
    rw [Finset.sum_range_succ, Finset.sum_range_one]
    push_cast
    ring
  rw [hs] at ht
  have e0 : 2 * (1 / (2 * ((0 + 2 : ℕ) : ℝ) + 1)) * x ^ (2 * (0 + 2) + 1) = 2 * x ^ 5 / 5 := by
    push_cast
    ring
  have hlo := e0.symm.le.trans (le_hasSum ht 0 (fun n _ => by positivity))
  -- compare the tail with a geometric series
  have hg := (hasSum_geometric_of_lt_one (sq_nonneg x)
    (by nlinarith : x ^ 2 < 1)).mul_left (2 * x ^ 5 / 5)
  have hle : ∀ n : ℕ, 2 * (1 / (2 * ((n + 2 : ℕ) : ℝ) + 1)) * x ^ (2 * (n + 2) + 1)
      ≤ 2 * x ^ 5 / 5 * (x ^ 2) ^ n := by
    intro n
    have hn : (0 : ℝ) ≤ n := n.cast_nonneg
    have e : x ^ (2 * (n + 2) + 1) = x ^ 5 * (x ^ 2) ^ n := by ring
    have hd : 1 / (2 * ((n + 2 : ℕ) : ℝ) + 1) ≤ 1 / 5 :=
      one_div_le_one_div_of_le (by norm_num) (by push_cast; linarith)
    have hp : 0 ≤ x ^ 5 * (x ^ 2) ^ n := by positivity
    have hm := mul_le_mul_of_nonneg_right hd hp
    rw [e]
    linarith
  have hup := hasSum_le hle ht hg
  have h5 : 0 < 2 * x ^ 5 := by positivity
  rw [remainder, lindhardLog, le_div_iff₀ h5, div_le_iff₀ h5]
  have e : 1 / 5 / (1 - x ^ 2) * (2 * x ^ 5) = 2 * x ^ 5 / 5 * (1 - x ^ 2)⁻¹ := by ring
  rw [e]
  constructor <;> linarith

/-- For `x ≠ 0`, the spin and orbital responses written as polynomials in `x` and the
remainder of the logarithm. -/
theorem response_expansion {x : ℝ} (hx : x ≠ 0) :
    spinResponse x = 1 - x ^ 2 / 3 - x ^ 4 / 6 + (1 - x ^ 2) * x ^ 4 * remainder x / 2 ∧
    orbitalResponse x
      = 1 / 3 - x ^ 2 * (1 + x ^ 2) / 24 - x ^ 2 * (1 - x ^ 2) ^ 2 * remainder x / 8 := by
  have e : lindhardLog x = 2 * x + 2 * x ^ 3 / 3 + 2 * x ^ 5 * remainder x := by
    rw [remainder, mul_div_cancel₀ _ (mul_ne_zero two_ne_zero (pow_ne_zero 5 hx))]
    ring
  rw [spinResponse, orbitalResponse, e]
  constructor <;> field_simp <;> ring

/-- A quantity that for `x > 0` is a continuous function `F` of `x` and the remainder tends
to `F(0, 1/5)` as `x → 0⁺`. -/
theorem tendsto_of_expansion {F : ℝ × ℝ → ℝ} {f : ℝ → ℝ} {a : ℝ} (hF : Continuous F)
    (hf : ∀ x, 0 < x → f x = F (x, remainder x)) (ha : F (0, 1 / 5) = a) :
    Tendsto f (𝓝[>] 0) (𝓝 a) := by
  have hI : ∀ᶠ x : ℝ in 𝓝[>] 0, x ∈ Set.Ioo (0 : ℝ) 1 := Ioo_mem_nhdsGT one_pos
  have hc : ContinuousAt (fun x : ℝ => 1 / 5 / (1 - x ^ 2)) 0 :=
    ContinuousAt.div (by fun_prop) (by fun_prop) (by norm_num)
  have hu : Tendsto (fun x : ℝ => 1 / 5 / (1 - x ^ 2)) (𝓝[>] 0)
      (𝓝 (1 / 5 / (1 - 0 ^ 2))) := hc.tendsto.mono_left nhdsWithin_le_nhds
  rw [show (1 : ℝ) / 5 / (1 - 0 ^ 2) = 1 / 5 by norm_num] at hu
  have hR : Tendsto remainder (𝓝[>] 0) (𝓝 (1 / 5)) :=
    tendsto_of_tendsto_of_tendsto_of_le_of_le' tendsto_const_nhds hu
      (hI.mono fun x hx => (remainder_bounds hx.1 hx.2).1)
      (hI.mono fun x hx => (remainder_bounds hx.1 hx.2).2)
  have hx : Tendsto (fun x : ℝ => x) (𝓝[>] 0) (𝓝 0) := nhdsWithin_le_nhds
  rw [← ha]
  exact ((hF.tendsto (0, 1 / 5)).comp (hx.prodMk_nhds hR)).congr'
    (hI.mono fun x h => (hf x h.1).symm)

/-- As `x → 0⁺` the spin response tends to 1 and the orbital response to `1/3`. -/
theorem responses_tendsto :
    Tendsto spinResponse (𝓝[>] 0) (𝓝 1) ∧ Tendsto orbitalResponse (𝓝[>] 0) (𝓝 (1 / 3)) :=
  ⟨tendsto_of_expansion (F := fun p => 1 - p.1 ^ 2 / 3 - p.1 ^ 4 / 6
      + (1 - p.1 ^ 2) * p.1 ^ 4 * p.2 / 2) (by fun_prop)
      (fun _ h => (response_expansion h.ne').1) (by norm_num),
    tendsto_of_expansion (F := fun p => 1 / 3 - p.1 ^ 2 * (1 + p.1 ^ 2) / 24
      - p.1 ^ 2 * (1 - p.1 ^ 2) ^ 2 * p.2 / 8) (by fun_prop)
      (fun _ h => (response_expansion h.ne').2) (by norm_num)⟩

/-- The ratio of Landau to Pauli response of the free electron gas tends to `-1/3` as the
wavevector tends to zero. -/
theorem landauPauliRatio_tendsto :
    Tendsto landauPauliRatio (𝓝[>] 0) (𝓝 (-(1 / 3))) := by
  have h := responses_tendsto.2.neg.div responses_tendsto.1 one_ne_zero
  rw [div_one] at h
  exact h

/-- At every wavevector `0 < q < 2k_F` the ratio of Landau to Pauli response lies strictly
between `-1/2` and `-1/3`. -/
theorem landauPauliRatio_bounds {x : ℝ} (h0 : 0 < x) (h1 : x < 1) :
    -(1 / 2) < landauPauliRatio x ∧ landauPauliRatio x < -(1 / 3) := by
  obtain ⟨hl, hu⟩ := remainder_bounds h0 h1
  obtain ⟨eL, eg⟩ := response_expansion h0.ne'
  have hx : 0 < 1 - x ^ 2 := by nlinarith
  have hR : 0 < remainder x := by linarith
  have hm := mul_le_mul_of_nonneg_left ((le_div_iff₀ hx).1 hu)
    (by positivity : 0 ≤ 3 + x ^ 2)
  -- three times the orbital part exceeds the spin part
  have h3 : 0 < 3 * orbitalResponse x - spinResponse x := by
    have e : 3 * orbitalResponse x - spinResponse x = x ^ 2 * (5 / 24 + x ^ 2 / 24
        - (3 + x ^ 2) * (remainder x * (1 - x ^ 2)) / 8) := by rw [eL, eg]; ring
    rw [e]
    exact mul_pos (by positivity) (by linarith [sq_nonneg x])
  -- twice the orbital part stays below the spin part
  have h2 : 0 < spinResponse x - 2 * orbitalResponse x := by
    have e : spinResponse x - 2 * orbitalResponse x = (1 - x ^ 2) *
        ((4 + x ^ 2) / 12 + x ^ 2 * (1 + x ^ 2) * remainder x / 4) := by rw [eL, eg]; ring
    rw [e]
    exact mul_pos hx (by positivity)
  have hL : 0 < spinResponse x := by linarith
  rw [landauPauliRatio, lt_div_iff₀ hL, div_lt_iff₀ hL]
  constructor <;> linarith

end

end LandauPauliLindhard
```

```lean
#print axioms LandauPauliLindhard.landauPauliRatio_tendsto
-- 'LandauPauliLindhard.landauPauliRatio_tendsto' depends on axioms: [propext, Classical.choice, Quot.sound]
#print axioms LandauPauliLindhard.landauPauliRatio_bounds
-- 'LandauPauliLindhard.landauPauliRatio_bounds' depends on axioms: [propext, Classical.choice, Quot.sound]
```

## Two responses in one unit

The definition `lindhardLog` is the logarithm

\[
l(x)=\ln\frac{1+x}{1-x}.
\]

The spin response \(L\), called `spinResponse`, and the magnitude \(g\) of the orbital response, called `orbitalResponse`, are

\[
L(x)=\frac12+\frac{(1-x^2)\,l(x)}{4x},\qquad
g(x)=\frac{1}{8x^2}\left[1+x^2-\frac{(1-x^2)^2\,l(x)}{2x}\right].
\]

Here \(L\) stands for Lindhard, not Landau, and \(g\) is not the electron's \(g\)-factor. Both functions are measured in units of the uniform Pauli susceptibility, the spin susceptibility in a field without spatial variation, which is proportional to the density of states at the Fermi level. The orbital response is diamagnetic, so its sign enters in `landauPauliRatio`, which is \(-g/L\).

For non-interacting electrons, \(L\) is also the normalised static density response. The function \(g\) comes from the full transverse current response to a static vector potential, with the diamagnetic term included, divided by \(q^2\).

The theorems say the following:

- `responses_tendsto`: as \(x\to0^+\), \(L\to1\) and \(g\to1/3\).
- `landauPauliRatio_tendsto`: as \(x\to0^+\), \(-g/L\to-1/3\).
- `landauPauliRatio_bounds`: for every real \(x\) with \(0<x<1\), \(-1/2<-g/L<-1/3\).

In Lean, `𝓝[>] 0` denotes approach to zero through positive values, and `Tendsto` is convergence. The wavevector is a real variable, as in an infinite system.

The familiar \(-1/3\) appears here as the long-wavelength limit of finite-wavevector formulas; no Landau levels are computed. The step from this model to an electron gas is the derivation of the two formulas by linear response from a filled Fermi sphere. That derivation assumes three dimensions, zero temperature, no interactions, and electrons with the free mass and a \(g\)-factor of 2. A band mass different from the free mass would change the ratio.

In electronic structure, the limit and the bounds can serve as a check on the ratio of the calculated orbital and spin responses of a uniform, non-interacting, three-dimensional gas at zero temperature and \(0<q<2k_F\).

## Splitting off the logarithm's first two terms

At small \(x\) both formulas contain a quotient of two vanishing quantities: \(l/x\) in \(L\), and in \(g\) a bracket that vanishes like \(x^2\), divided by \(8x^2\). The logarithmic series makes this visible. For \(0<x<1\),

\[
l(x)=2\sum_{n=0}^{\infty}\frac{x^{2n+1}}{2n+1}
=2x+\frac{2x^3}{3}+2x^5R(x),\qquad
R(x)=\sum_{n=0}^{\infty}\frac{x^{2n}}{2n+5}.
\]

The function \(R\) is `remainder`. In Lean it is defined by solving the first equation for \(R\), so the split of the logarithm is an identity for every \(x\neq0\), and the series is needed only to bound \(R\).

All terms of \(R\) are non-negative and the first is \(1/5\). Since \(1/(2n+5)\le1/5\), a geometric series bounds the sum from above:

\[
\frac15\le R(x)\le\frac15\sum_{n=0}^{\infty}x^{2n}=\frac{1}{5(1-x^2)}.
\]

This is `remainder_bounds`. The proof takes Mathlib's series for \(\ln(1+x)-\ln(1-x)\) and removes two terms with `hasSum_nat_add_iff'`. It gets the lower bound from a single term by `le_hasSum`, and the upper bound by comparing term by term with `hasSum_le`.

Next, insert \(l/(2x)=1+x^2/3+x^4R\) into the responses. For the spin part,

\[
\begin{aligned}
L&=\frac12+\frac{1-x^2}{2}\left(1+\frac{x^2}{3}+x^4R\right)\\
&=1-\frac{x^2}{3}-\frac{x^4}{6}+\frac{(1-x^2)x^4R}{2}.
\end{aligned}
\]

For the orbital part, \((1-x^2)^2(1+x^2/3)=1-\tfrac53x^2+\tfrac13x^4+\tfrac13x^6\), so

\[
\begin{aligned}
g&=\frac{1}{8x^2}\left[\frac{8x^2}{3}-\frac{x^4}{3}-\frac{x^6}{3}-(1-x^2)^2x^4R\right]\\
&=\frac13-\frac{x^2(1+x^2)}{24}-\frac{x^2(1-x^2)^2R}{8}.
\end{aligned}
\]

These are the two identities of `response_expansion`, where `field_simp` clears the denominators and `ring` compares the polynomials.

## The long-wavelength limit

The bounds on \(R\) both tend to \(1/5\), so \(R\to1/5\) as \(x\to0^+\). In the expansions every term containing \(R\) carries a positive power of \(x\) and vanishes. Hence \(L\to1\) and \(g\to1/3\), and because the limit of \(L\) is not zero,

\[
-\frac{g(x)}{L(x)}\longrightarrow-\frac{1/3}{1}=-\frac13 .
\]

The lemma `tendsto_of_expansion` carries out the squeeze once for both responses. It treats each as a continuous function \(F\) of the pair \((x,R)\) and evaluates \(F\) at \((0,1/5)\). The theorem `responses_tendsto` supplies the two polynomials, and `landauPauliRatio_tendsto` divides the limits.

## Why the ratio stays between the bounds

The upper bound \(-g/L<-1/3\) amounts to \(3g>L\) once \(L\) is known to be positive. From the expansions,

\[
3g-L=x^2\left[\frac{5}{24}+\frac{x^2}{24}-\frac{(3+x^2)(1-x^2)R}{8}\right].
\]

The upper bound on \(R\) gives \((1-x^2)R\le1/5\), so

\[
3g-L\ge x^2\left[\frac{2}{15}+\frac{x^2}{60}\right]>0 .
\]

The lower bound \(-1/2<-g/L\) amounts to \(L>2g\), and

\[
L-2g=(1-x^2)\left[\frac{4+x^2}{12}+\frac{x^2(1+x^2)R}{4}\right]>0,
\]

because both factors are positive for \(0<x<1\). The positivity of \(L\) then follows from the same two inequalities:

\[
L=3(L-2g)+2(3g-L)>0 .
\]

In `landauPauliRatio_bounds` the inequalities are named `h3`, `h2` and `hL`. The product of \(3+x^2\) with the bound on \((1-x^2)R\) is prepared as `hm`, which leaves only linear arithmetic for the bracket in `h3`. At the end, `lt_div_iff₀` and `div_lt_iff₀` multiply through by the positive \(L\), and `linarith` closes both goals.

## The endpoint \(q=2k_F\)

As \(x\to1^-\), the logarithm diverges, but \((1-x^2)\,l(x)\to0\). The formulas then give

\[
L\to\frac12,\qquad g\to\frac14,\qquad -\frac gL\to-\frac12 .
\]

The lower bound is thus approached at twice the Fermi wavevector, and no larger constant would serve on the whole interval. These endpoint limits are a pen calculation added to the theorems above.

The same point shows what the hypothesis \(x<1\) does: with \(x\le1\) in its place, the strict lower bound would fail at \(x=1\), where the ratio equals \(-1/2\). Lean's conventions for division by zero and for the logarithm of zero happen to give the same values there, \(L=1/2\) and \(g=1/4\), so the counter-example applies to the definitions as written.
